# A cyclic trace annihilates $d_iP\,[d_jP,d_kP]$ for every idempotent $P$

Take a two-level system with a non-Hermitian Hamiltonian, whose band projector need not be Hermitian, at a parameter point where this projector is $P=\mathrm{diag}(1,0)$. Differentiating $P^2=P$ gives $P\,dP+dP\,P=dP$. The upper left entry $a$ of $dP$ then satisfies $2a=a$, and the lower right entry $e$ satisfies $0=e$, so every derivative of $P$ is purely off-diagonal there. Suppose the derivatives in three directions are

$$
d_xP=\begin{pmatrix}0&1\\2&0\end{pmatrix},\quad
d_yP=\begin{pmatrix}0&3\\4&0\end{pmatrix},\quad
d_zP=\begin{pmatrix}0&5\\6&0\end{pmatrix}.
$$

A product of two such matrices is diagonal, and here $[d_yP,d_zP]=\mathrm{diag}(-2,2)$. One more factor makes it off-diagonal again:

$$
d_xP\,[d_yP,d_zP]=\begin{pmatrix}0&2\\-4&0\end{pmatrix},\qquad \operatorname{tr}=0 .
$$

The curvature $\operatorname{tr}(P[d_yP,d_zP])=-2$ is not zero, but the trace with three derivatives is.

The same parity argument works in any ring $R$, with additive maps $d_i:R\to R$ as parameter derivatives and an additive map $\tau:R\to A$ into an abelian group as the trace. The ring stands for operator-valued functions of the parameters, and $A$ for the scalar functions that traces produce. The label $i$ runs over any type `ι`, so there may be any number of parameters. Nothing is divided by 2, and $P$ need not be Hermitian.

For non-interacting bands, under the further conditions on derivatives given below, the identity makes the Berry curvature divergence-free wherever the projector is twice continuously differentiable. The hypotheses are taken in turn, each with an example of what fails in its absence; these examples are computed by hand and are not part of the Lean file.

```lean
import Mathlib

open MvPolynomial

namespace ProjectorCurvature

noncomputable section

variable {R A ι : Type*} [Ring R] [AddCommGroup A]
```

## Derivatives obey the product rule

The condition is $d(ab)=d(a)\,b+a\,d(b)$, with the order of factors kept because operators need not commute. It is what makes an additive map behave like $\partial/\partial k_i$.

```lean
/-- An additive map obeys the product rule, as a derivative with respect to a parameter does. -/
def IsLeibniz (d : R →+ R) : Prop := ∀ a b, d (a * b) = d a * b + a * d b
```

The quantity of interest is the curvature

$$\Omega_{jk}=\tau\big(P\,[d_jP,d_kP]\big),$$

which `bandCurvature` defines with the commutator written out. For a Hermitian projector and the ordinary trace this number is imaginary; the usual real Berry curvature differs from it by a factor $\pm i$, according to convention.

```lean
/-- The band curvature `τ (P [d_i P, d_j P])` of a projector `P` (without the conventional
factor of the imaginary unit). -/
def bandCurvature (τ : R →+ A) (d : ι → R →+ R) (P : R) (i j : ι) : A :=
  τ (P * (d i P * d j P - d j P * d i P))
```

By hand, the product rule enters first when $P^2=P$ is differentiated, and again when $\Omega_{jk}$ itself is differentiated. In Lean these uses are `hd P P` in the next lemma and the rewrites with `L` in the divergence theorem.

Without the product rule, $d_iP$ can be anything. Let $E_{rs}$ be the $2\times2$ matrix with a single 1 in row $r$, column $s$, and let $P=E_{11}$. Additive maps that send $P$ to $E_{11}$, $E_{12}$ and $E_{21}$ give $\operatorname{tr}(E_{11}[E_{12},E_{21}])=1$. The forward difference quotient $\Delta$ with step $h$ is a milder case: it obeys the product rule only up to the extra term $h\,(\Delta a)(\Delta b)$, so on a grid the identity is in general subject to discretisation error.

## The band operator is idempotent

The hypothesis $P^2=P$ says that $P$ acts as 1 on the band (or group of bands) and as 0 on a complement, with no fractional weights. Orthogonal projectors satisfy it, and so do the oblique ones built from left and right eigenvectors of a non-Hermitian matrix.

Differentiating gives $dP=dP\,P+P\,dP$, hence

$$P\,dP=dP-dP\,P=dP\,(1-P).$$

Call any $T$ with $PT=T(1-P)$ off-diagonal: it only links the band to its complement. The lemma `deriv_offDiagonal` is this calculation, with the rewrites moving one term across the equation.

```lean
/-- The derivative of a projector is off-diagonal: moving `P` through it turns `P` into the
complementary projector `1 - P`. -/
theorem deriv_offDiagonal {d : R →+ R} (hd : IsLeibniz d) {P : R} (hP : P * P = P) :
    P * d P = d P * (1 - P) := by
  have h := hd P P
  rw [hP] at h
  rw [mul_sub, mul_one, eq_sub_iff_add_eq, add_comm]
  exact h.symm
```

Now let $a$, $b$, $c$ be off-diagonal. Moving $P$ through the product one factor at a time,

$$
P\,abc=a(1-P)bc=a(b-Pb)c=a\,bP\,c=ab\,c(1-P).
$$

The third equality uses $Pb=b-bP$. The first line of the `calc` block only regroups the factors; each of the other three applies one of the hypotheses, and `noncomm_ring` handles the rearrangement. This lemma does not itself need $P^2=P$; idempotence has already done its work in making the derivatives off-diagonal.

```lean
/-- The product of three off-diagonal operators is off-diagonal. -/
theorem offDiagonal_mul_three {P a b c : R} (ha : P * a = a * (1 - P))
    (hb : P * b = b * (1 - P)) (hc : P * c = c * (1 - P)) :
    P * (a * (b * c)) = a * (b * c) * (1 - P) := by
  calc P * (a * (b * c)) = (P * a) * (b * c) := by noncomm_ring
    _ = a * (b - P * b) * c := by rw [ha]; noncomm_ring
    _ = a * b * (P * c) := by rw [hb]; noncomm_ring
    _ = a * (b * c) * (1 - P) := by rw [hc]; noncomm_ring
```

Without idempotence the trace of $d_iP\,[d_jP,d_kP]$ need not vanish. Replace $P$ by $H=x\sigma_x+y\sigma_y+z\sigma_z$, with $\sigma_x,\sigma_y,\sigma_z$ the Pauli matrices. Its derivatives are the Pauli matrices themselves, and $\operatorname{tr}(\sigma_x[\sigma_y,\sigma_z])=4i$.

## The trace is cyclic

The hypothesis `hτ` is $\tau(ab)=\tau(ba)$ for all $a,b$ in the ring. The matrix trace over a finite set of orbitals satisfies it. For operators on an infinite-dimensional space it is a real restriction, since $\tau$ must be defined and cyclic on the whole ring.

Let $T$ be off-diagonal. Its block inside the band vanishes, because $PTP=T(1-P)P=0$. Idempotence and cyclicity then give

$$\tau(PT)=\tau(P\,PT)=\tau(PTP)=0 .$$

Off-diagonality also reads $T=PT+TP$, so

$$\tau(T)=\tau(PT)+\tau(TP)=2\,\tau(PT)=0 .$$

In the proof, `hblock`, `h1` and `h2` are the vanishing block, the vanishing of $\tau(PT)$ and the splitting of $T$.

```lean
/-- A cyclic trace vanishes on every operator that is off-diagonal with respect to a projector. -/
theorem trace_offDiagonal (τ : R →+ A) (hτ : ∀ a b, τ (a * b) = τ (b * a))
    {P T : R} (hP : P * P = P) (hT : P * T = T * (1 - P)) : τ T = 0 := by
  -- the block of `T` inside the band is zero
  have hblock : P * T * P = 0 := by
    rw [hT, mul_assoc, sub_mul, one_mul, hP, sub_self, mul_zero]
  have h1 : τ (P * T) = 0 := by
    calc τ (P * T) = τ (P * (P * T)) := by rw [← mul_assoc, hP]
      _ = τ (P * T * P) := hτ _ _
      _ = 0 := by rw [hblock, map_zero]
  -- `T` is the sum of its two off-diagonal blocks
  have h2 : T = P * T + T * P := by
    rw [hT]
    noncomm_ring
  calc τ T = τ (P * T + T * P) := congrArg τ h2
    _ = 0 := by rw [map_add, hτ T P, h1, add_zero]
```

The closedness identity follows by expanding the commutator:

$$
\tau(d_iP[d_jP,d_kP])=\tau(d_iP\,d_jP\,d_kP)-\tau(d_iP\,d_kP\,d_jP)=0-0 .
$$

Each term is the trace of a product of three off-diagonal operators. The theorem holds for all $i,j,k$, equal or distinct, and does not require the derivatives to commute. In its proof, `off` supplies off-diagonality for each direction, and the two uses of `trace_offDiagonal` remove the two terms.

```lean
/-- Closedness identity: the trace of `d_i P [d_j P, d_k P]` vanishes for every projector `P`
and any three parameter directions. -/
theorem trace_deriv_commutator (τ : R →+ A) (hτ : ∀ a b, τ (a * b) = τ (b * a))
    {d : ι → R →+ R} (hd : ∀ i, IsLeibniz (d i)) {P : R} (hP : P * P = P) (i j k : ι) :
    τ (d i P * (d j P * d k P - d k P * d j P)) = 0 := by
  have off := fun l => deriv_offDiagonal (hd l) hP
  rw [mul_sub, map_sub,
    trace_offDiagonal τ hτ hP (offDiagonal_mul_three (off i) (off j) (off k)),
    trace_offDiagonal τ hτ hP (offDiagonal_mul_three (off i) (off k) (off j)), sub_self]
```

If cyclicity is given up, the operator $d_iP[d_jP,d_kP]$ can still be seen. The map that reads off the upper right entry of a matrix is additive but not cyclic, and in the opening example it returns 2.

## Derivatives commute and pass through the trace

Two more hypotheses turn the identity into a statement about the derivative of the curvature. The first, `hcomm`, is $d_id_j=d_jd_i$, as for partial derivatives along coordinates. The second, `hD`, supplies derivatives $D_i$ on the scalar values with $D_i\tau(a)=\tau(d_ia)$. This describes a trace whose own definition does not vary with the parameters.

By the product rule,

$$
D_i\Omega_{jk}=\tau(d_iP[d_jP,d_kP])+\tau\big(P[d_id_jP,d_kP]+P[d_jP,d_id_kP]\big).
$$

The first term is zero by closedness. In the cyclic sum over $(i,j,k)$, the term $[d_id_jP,d_kP]$ meets $[d_kP,d_jd_iP]$, which comes from $D_j\Omega_{ki}$. Together they give $[(d_id_j-d_jd_i)P,\,d_kP]=0$, and the other two pairs cancel in the same way. Therefore

$$D_i\Omega_{jk}+D_j\Omega_{ki}+D_k\Omega_{ij}=0 .$$

For $(i,j,k)=(x,y,z)$ this is the divergence of the vector $(\Omega_{yz},\Omega_{zx},\Omega_{xy})$. In Lean, `expand` is the product-rule formula, `simp only` removes the closedness terms, the `hcomm` rewrites put the second derivatives in a common order, and `noncomm_ring` cancels them.

```lean
/-- The band curvature is divergence-free: for commuting parameter derivatives that pass
through the trace, the cyclic sum of derivatives of the curvature is zero. -/
theorem bandCurvature_divergence_free (τ : R →+ A) (hτ : ∀ a b, τ (a * b) = τ (b * a))
    {d : ι → R →+ R} (hd : ∀ i, IsLeibniz (d i))
    (hcomm : ∀ i j a, d i (d j a) = d j (d i a))
    {D : ι → A →+ A} (hD : ∀ i a, D i (τ a) = τ (d i a))
    {P : R} (hP : P * P = P) (i j k : ι) :
    D i (bandCurvature τ d P j k) + D j (bandCurvature τ d P k i)
      + D k (bandCurvature τ d P i j) = 0 := by
  have L : ∀ i a b, d i (a * b) = d i a * b + a * d i b := fun i => hd i
  -- product rule: one term differentiates the outer projector, the rest the commutator
  have expand : ∀ i j k, D i (bandCurvature τ d P j k) =
      τ (d i P * (d j P * d k P - d k P * d j P)) +
      τ (P * (d i (d j P) * d k P + d j P * d i (d k P)
        - (d i (d k P) * d j P + d k P * d i (d j P)))) := by
    intro i j k
    unfold bandCurvature
    rw [hD, L, map_sub, L, L, map_add]
  rw [expand i j k, expand j k i, expand k i j]
  simp only [trace_deriv_commutator τ hτ hd hP, zero_add]
  -- the second derivatives cancel in pairs
  rw [hcomm j i P, hcomm k i P, hcomm k j P, ← map_add, ← map_add, ← map_zero τ]
  congr 1
  noncomm_ring
```

Both hypotheses matter, as the projector defined below shows; its curvature has the component $\Omega_{xy}=z$.

- **Non-commuting directions.** With $\partial_x$, $x\partial_x$ and $\partial_y$ as the three derivatives, the cyclic sum is $\partial_x(xz)+x\partial_x(-z)+0=z$.
- **A parameter-dependent weight.** With $\tau=w\operatorname{tr}$ and $w=z$, the trace is still cyclic but no longer lets $\partial_z$ through, and the divergence becomes $z$. Likewise, curvature weighted by a varying occupation factor need not be divergence-free.

The theorem also takes for granted that $P$ and its derivatives exist throughout the parameter region on which the ring's functions are defined. Where the band (or group of bands) touches a band outside it, the projector is generally not differentiable, and this is where sources of curvature can sit. The quantisation of Chern numbers is a separate matter.

## A projector with $\Omega_{xy}=z$

A concrete projector shows that all the hypotheses can be met with non-zero curvature. The ring is that of $2\times2$ matrices over polynomials in $x,y,z$ with rational coefficients, and Lean's `X 0`, `X 1`, `X 2` are $x,y,z$. Derivatives act entry by entry.

```lean
/-- Polynomial functions of three parameters. -/
abbrev Poly := MvPolynomial (Fin 3) ℚ

/-- The partial derivative of a polynomial function with respect to parameter `i`. -/
def scalarDeriv (i : Fin 3) : Poly →+ Poly :=
  AddMonoidHom.mk' (fun p => pderiv i p) (fun p q => map_add (pderiv i) p q)

/-- The entrywise partial derivative of a two-by-two matrix function. -/
def matDeriv (i : Fin 3) : Matrix (Fin 2) (Fin 2) Poly →+ Matrix (Fin 2) (Fin 2) Poly :=
  AddMonoidHom.mk' (fun M => Matrix.of fun r c => pderiv i (M r c))
    (fun M N => Matrix.ext fun r c => map_add (pderiv i) (M r c) (N r c))
```

The projector is $P=uv^{\mathsf T}$ with $u=(1+xyz,\;x)$ and $v=(1,\;-yz)$. Since $v^{\mathsf T}u=1+xyz-xyz=1$, it satisfies $P^2=P$. It is oblique in general.

```lean
/-- A two-level projector, in general oblique, that depends polynomially on three parameters. -/
def bandProjector : Matrix (Fin 2) (Fin 2) Poly :=
  !![1 + X 0 * (X 1 * X 2), -(X 1 * X 2 * (1 + X 0 * (X 1 * X 2)));
     X 0, -(X 0 * (X 1 * X 2))]
```

At $(x,y,z)=(1,1,2)$ the matrices are

$$
P=\begin{pmatrix}3&-6\\1&-2\end{pmatrix},\quad
\partial_xP=\begin{pmatrix}2&-4\\1&-2\end{pmatrix},\quad
\partial_yP=\begin{pmatrix}2&-10\\0&-2\end{pmatrix}.
$$

Their commutator is

$$[\partial_xP,\partial_yP]=\begin{pmatrix}10&-24\\4&-10\end{pmatrix}.$$

The diagonal entries of $P[\partial_xP,\partial_yP]$ are $30-24=6$ and $-24+20=-4$. Their sum is $2$, the value of $z$ at this point.

The other components are $\Omega_{yz}=0$ and $\Omega_{zx}=-y$, because $P$ depends on $y$ and $z$ only through $yz$. The divergence is $0-1+1=0$, a cancellation between two non-zero terms.

To verify `hcomm`, Lean needs partial derivatives of polynomials to commute. The commutator of two derivations is again a derivation; this one vanishes on every coordinate, and so on every polynomial.

```lean
/-- Partial derivatives of polynomial functions commute. -/
theorem pderiv_comm_poly (i j : Fin 3) (p : Poly) :
    pderiv i (pderiv j p) = pderiv j (pderiv i p) := by
  have key : ∀ a b k : Fin 3, pderiv a (pderiv b (X k : Poly)) = 0 := by
    intro a b k
    by_cases h : k = b
    · subst h
      rw [pderiv_X_self, pderiv_one]
    · rw [pderiv_X_of_ne h, map_zero]
  -- the commutator is a derivation that kills every coordinate
  have h : ⁅(pderiv i : Derivation ℚ Poly Poly), (pderiv j : Derivation ℚ Poly Poly)⁆ =
      (0 : Derivation ℚ Poly Poly) := by
    apply MvPolynomial.derivation_ext
    intro k
    refine Eq.trans (b := (0 : Poly)) ?_ rfl
    rw [Derivation.commutator_apply, key, key, sub_self]
  have h' := congrArg (fun E : Derivation ℚ Poly Poly => E p) h
  simp only [Derivation.commutator_apply] at h'
  exact sub_eq_zero.mp h'
```

The last theorem collects the product rule, commuting derivatives, compatibility with the trace, cyclicity and idempotence, together with $\Omega_{xy}=z$ as an identity of polynomials. The matrix identities are reduced to their entries, and `ring` settles the polynomial algebra.

```lean
/-- The matrix trace, the partial derivatives and `bandProjector` meet all hypotheses of the
divergence theorem, and the curvature in the first two directions equals the third parameter. -/
theorem bandCurvature_witness :
    (∀ i, IsLeibniz (matDeriv i)) ∧
    (∀ i j M, matDeriv i (matDeriv j M) = matDeriv j (matDeriv i M)) ∧
    (∀ i M, scalarDeriv i (Matrix.traceAddMonoidHom (Fin 2) Poly M) =
      Matrix.traceAddMonoidHom (Fin 2) Poly (matDeriv i M)) ∧
    (∀ M N, Matrix.traceAddMonoidHom (Fin 2) Poly (M * N) =
      Matrix.traceAddMonoidHom (Fin 2) Poly (N * M)) ∧
    bandProjector * bandProjector = bandProjector ∧
    bandCurvature (Matrix.traceAddMonoidHom (Fin 2) Poly) matDeriv bandProjector 0 1 = X 2 := by
  have app : ∀ i M r c, matDeriv i M r c = pderiv i (M r c) := fun _ _ _ _ => rfl
  have ext2 : ∀ {a b c d a' b' c' d' : Poly}, a = a' → b = b' → c = c' → d = d' →
      !![a, b; c, d] = !![a', b'; c', d'] := by
    rintro a b c d _ _ _ _ rfl rfl rfl rfl
    rfl
  have entries : ∀ i (a b c d : Poly), matDeriv i !![a, b; c, d] =
      !![pderiv i a, pderiv i b; pderiv i c, pderiv i d] := by
    intro i a b c d
    refine Matrix.ext fun r s => ?_
    fin_cases r <;> fin_cases s <;> rfl
  refine ⟨fun i M N => Matrix.ext fun r c => ?_, fun i j M => Matrix.ext fun r c => ?_,
    fun i M => ?_, fun M N => Matrix.trace_mul_comm M N, ?_, ?_⟩
  · simp only [app, Matrix.add_apply, Matrix.mul_apply, Fin.sum_univ_two, map_add,
      Derivation.leibniz, smul_eq_mul]
    ring
  · exact pderiv_comm_poly i j (M r c)
  · change pderiv i (Matrix.trace M) = Matrix.trace (matDeriv i M)
    simp only [Matrix.trace_fin_two, map_add, app]
  · rw [bandProjector, Matrix.mul_fin_two]
    exact ext2 (by ring) (by ring) (by ring) (by ring)
  · have h10 : pderiv 0 (X 1 : Poly) = 0 := pderiv_X_of_ne (by decide)
    have h20 : pderiv 0 (X 2 : Poly) = 0 := pderiv_X_of_ne (by decide)
    have h01 : pderiv 1 (X 0 : Poly) = 0 := pderiv_X_of_ne (by decide)
    have h21 : pderiv 1 (X 2 : Poly) = 0 := pderiv_X_of_ne (by decide)
    unfold bandCurvature
    change Matrix.trace (bandProjector * (matDeriv 0 bandProjector * matDeriv 1 bandProjector
      - matDeriv 1 bandProjector * matDeriv 0 bandProjector)) = (X 2 : Poly)
    simp only [bandProjector, entries, map_add, map_neg, Derivation.leibniz, smul_eq_mul,
      pderiv_one, pderiv_X_self, h10, h20, h01, h21, mul_sub, Matrix.trace_sub,
      Matrix.mul_fin_two, Matrix.trace_fin_two_of]
    ring

end

end ProjectorCurvature
```

```lean
#print axioms ProjectorCurvature.trace_offDiagonal
-- 'ProjectorCurvature.trace_offDiagonal' depends on axioms: [propext]
#print axioms ProjectorCurvature.bandCurvature_divergence_free
-- 'ProjectorCurvature.bandCurvature_divergence_free' depends on axioms: [propext, Classical.choice, Quot.sound]
```
